# For one-dimensional Bloch states of equal phase and different energies, the potential gradient fixes the gradient matrix element

## Two plane waves

Take an electron in a constant potential $v$, with $\hbar=m=1$. Choose a length $L>0$, a real wave number $k$ and $G=2\pi n/L$ with a nonzero integer $n$. The states $\psi_i=e^{ikx}$ and $\psi_f=e^{i(k+G)x}$ both acquire the factor $e^{ikL}$ under translation by $L$. Their gradient element is

$$\int_0^L \psi_f^*\,\psi_i'\,dx = ik\int_0^L e^{-iGx}\,dx = 0 .$$

Long-wavelength light supplies energy but almost no momentum, and a constant potential exerts no force that could supply the rest. In a crystal the periodic potential does exert a force, and between states of different energies the gradient element can be expressed through it.

## The transition amplitude in a periodic potential

For a spatially uniform vector potential along $x$, the first-order amplitude for absorbing light is proportional to the matrix element of $-i\,d/dx$. Let $V$ be real, continuously differentiable and $L$-periodic, and let $\psi_i,\psi_f$ be twice continuously differentiable solutions of

$$-\tfrac12\psi''+V\psi=E\psi$$

with real energies $E_i,E_f$. Suppose that $\psi(x+L)=c\,\psi(x)$ for both, with the same $c$ and $|c|=1$. The common phase stands for a vertical transition, in which the photon wave vector is neglected; unit modulus means a real crystal momentum. Then, for every starting point $a$,

$$(E_f-E_i)\int_a^{a+L}\psi_f^*\psi_i'\,dx=-\int_a^{a+L}\psi_f^*V'\psi_i\,dx .$$

In this non-interacting, one-dimensional model with a local potential, the two integrals offer a consistency check on numerically computed states.

## Derivation from a stress balance

Define the transition stress

$$S=(V-E_i)\psi_f^*\psi_i-\tfrac12\psi_f^{*\prime}\psi_i' .$$

Differentiation gives

$$S'=V'\psi_f^*\psi_i+(V-E_i)\left(\psi_f^{*\prime}\psi_i+\psi_f^*\psi_i'\right)-\tfrac12\psi_f^{*\prime\prime}\psi_i'-\tfrac12\psi_f^{*\prime}\psi_i'' .$$

The Schrödinger equation gives $\psi_i''=2(V-E_i)\psi_i$. Since $V$ and $E_f$ are real, it also gives $\psi_f^{*\prime\prime}=2(V-E_f)\psi_f^*$. The terms with $\psi_f^{*\prime}\psi_i$ cancel, leaving

$$S'=(E_f-E_i)\psi_f^*\psi_i'+\psi_f^*V'\psi_i .$$

Integrating from $a$ to $b$ produces $S(b)-S(a)$ on the left, without any use of periodicity. For $b=a+L$, the derivatives carry the same factor $c$ as the states, so $S(a+L)=|c|^2S(a)=S(a)$. The boundary terms cancel and the identity follows.

If $V$ is constant, the right-hand side of the identity is zero, so the gradient element vanishes when $E_f\ne E_i$. If the energies are equal, the identity instead makes the element of $V'$ vanish and leaves the gradient element undetermined.

## A corrugated potential that allows the transition

Now let $a$ denote a potential strength, and set

$$V=\tfrac12\left(a^2\sin^2x-2a\cos x\right),\qquad w=e^{a\cos x},$$
$$\psi_i=w\cos(x/2),\qquad \psi_f=w\sin(x/2).$$

Differentiating twice and using the half-angle formulas gives

$$\psi_i''=\left(2V+a-\tfrac14\right)\psi_i,\qquad \psi_f''=\left(2V-a-\tfrac14\right)\psi_f .$$

Hence $E_i=\tfrac18-\tfrac a2$ and $E_f=\tfrac18+\tfrac a2$. Both states change sign under translation by $2\pi$, so $c=-1$. With $\sin x=2\sin(x/2)\cos(x/2)$,

$$\psi_f^*\psi_i'=-g,\qquad g=w^2\sin^2(x/2)\left(2a\cos^2(x/2)+\tfrac12\right).$$

For $a>0$, $g$ is positive inside $(0,2\pi)$, so the gradient element is negative. These states are not normalised. With $N_i^2=\int_0^{2\pi}|\psi_i|^2dx$ and $N_f^2=\int_0^{2\pi}|\psi_f|^2dx$, the normalised element is $-\int_0^{2\pi}g\,dx/(N_iN_f)$, which is also nonzero.

## How the Lean statements express the physics

`IsStationary V E ψ` contains the smoothness of a state and its Schrödinger equation in atomic units. The types `V : ℝ → ℝ` and `E : ℝ` make the potential and energy real, while `ψ : ℝ → ℂ` is complex. `HasBlochPhase L c ψ` is the translation law, and `‖c‖ = 1` is a separate hypothesis.

`gradientElement ψf ψi a b` takes the final state first and conjugates it; it omits the factor $-i$ of the momentum operator. `potentialGradientElement` is the integral with $V'$, which is minus the force. Neither definition normalises the states, and the identity is unaffected by rescaling them.

The main theorem is `gradient_eq_neg_potentialGradient`. In `constant_potential_forbids`, $L$ is free, because a constant potential has every period; it selects which pairs of states are compared.

The model describes transitions between bulk Bloch states. It contains no surface, no escaping photoelectron, no electron interaction and no spatial variation of the light field. The word "forbids" in the name `constant_potential_forbids` therefore refers to this first-order matrix element, not to every photoemission process.

## The complete file

```lean
import Mathlib

open scoped ComplexConjugate

namespace BlochPhotoemission

noncomputable section

/-- A twice continuously differentiable solution of the stationary Schrödinger equation
`-ψ''/2 + V ψ = E ψ` in atomic units. -/
structure IsStationary (V : ℝ → ℝ) (E : ℝ) (ψ : ℝ → ℂ) : Prop where
  smooth : ContDiff ℝ 2 ψ
  schrodinger : ∀ x, -(1 / 2) * deriv (deriv ψ) x + V x * ψ x = E * ψ x

/-- Translation by `L` multiplies the wave function by the factor `c`. -/
def HasBlochPhase (L : ℝ) (c : ℂ) (ψ : ℝ → ℂ) : Prop :=
  ∀ x, ψ (x + L) = c * ψ x

/-- The matrix element of the gradient between two states on the interval from `a` to `b`. -/
def gradientElement (ψf ψi : ℝ → ℂ) (a b : ℝ) : ℂ :=
  ∫ x in a..b, conj (ψf x) * deriv ψi x

/-- The matrix element of the potential gradient `V'` on the interval from `a` to `b`. -/
def potentialGradientElement (V : ℝ → ℝ) (ψf ψi : ℝ → ℂ) (a b : ℝ) : ℂ :=
  ∫ x in a..b, conj (ψf x) * ((deriv V x : ℝ) : ℂ) * ψi x

/-- The transition stress `(V - Ei) ψf* ψi - ψf'* ψi' / 2` of a pair of states. -/
def transitionStress (V : ℝ → ℝ) (Ei : ℝ) (ψf ψi : ℝ → ℂ) (x : ℝ) : ℂ :=
  ((V x : ℂ) - Ei) * conj (ψf x) * ψi x - 1 / 2 * conj (deriv ψf x) * deriv ψi x

/-- A stationary state has a first derivative, and its second derivative is `2 (V - E) ψ`. -/
theorem IsStationary.hasDerivAt {V : ℝ → ℝ} {E : ℝ} {ψ : ℝ → ℂ}
    (h : IsStationary V E ψ) (x : ℝ) :
    HasDerivAt ψ (deriv ψ x) x ∧ HasDerivAt (deriv ψ) (2 * ((V x : ℂ) - E) * ψ x) x := by
  refine ⟨(h.smooth.differentiable (by norm_num) x).hasDerivAt, ?_⟩
  refine (h.smooth.differentiable_deriv_two x).hasDerivAt.congr_deriv ?_
  linear_combination (-2) * h.schrodinger x

/-- Local balance: the slope of the transition stress is the energy difference times the
gradient density plus the density of the potential gradient. -/
theorem stress_balance {V : ℝ → ℝ} {Ei Ef : ℝ} {ψi ψf : ℝ → ℂ} (hV : ContDiff ℝ 1 V)
    (hi : IsStationary V Ei ψi) (hf : IsStationary V Ef ψf) (x : ℝ) :
    HasDerivAt (transitionStress V Ei ψf ψi)
      (((Ef : ℂ) - Ei) * (conj (ψf x) * deriv ψi x)
        + conj (ψf x) * ((deriv V x : ℝ) : ℂ) * ψi x) x := by
  have hv : HasDerivAt (fun y => (V y : ℂ)) ((deriv V x : ℝ) : ℂ) x :=
    (hV.differentiable (by norm_num) x).hasDerivAt.ofReal_comp
  obtain ⟨hi0, hi1⟩ := hi.hasDerivAt x
  obtain ⟨hf0, hf1⟩ := hf.hasDerivAt x
  have hf0c : HasDerivAt (fun y => conj (ψf y)) (conj (deriv ψf x)) x := hf0.star
  have hf1c : HasDerivAt (fun y => conj (deriv ψf y))
      (conj (2 * ((V x : ℂ) - Ef) * ψf x)) x := hf1.star
  have h : HasDerivAt (transitionStress V Ei ψf ψi) _ x :=
    (((hv.sub_const (Ei : ℂ)).fun_mul hf0c).fun_mul hi0).fun_sub
      ((hf1c.const_mul (1 / 2 : ℂ)).fun_mul hi1)
  refine h.congr_deriv ?_
  simp only [map_mul, map_sub, Complex.conj_ofReal, map_ofNat]
  ring

/-- On any interval, the energy difference times the gradient element plus the element of the
potential gradient equals the difference of the transition stress at the ends. -/
theorem interval_identity {V : ℝ → ℝ} {Ei Ef : ℝ} {ψi ψf : ℝ → ℂ} (hV : ContDiff ℝ 1 V)
    (hi : IsStationary V Ei ψi) (hf : IsStationary V Ef ψf) (a b : ℝ) :
    ((Ef : ℂ) - Ei) * gradientElement ψf ψi a b + potentialGradientElement V ψf ψi a b
      = transitionStress V Ei ψf ψi b - transitionStress V Ei ψf ψi a := by
  have cf : Continuous fun x => conj (ψf x) :=
    Complex.continuous_conj.comp hf.smooth.continuous
  have c1 : Continuous fun x => conj (ψf x) * deriv ψi x :=
    cf.mul hi.smooth.differentiable_deriv_two.continuous
  have c2 : Continuous fun x => conj (ψf x) * ((deriv V x : ℝ) : ℂ) * ψi x :=
    (cf.mul (Complex.continuous_ofReal.comp (hV.continuous_deriv (by norm_num)))).mul
      hi.smooth.continuous
  have c3 : Continuous fun x => ((Ef : ℂ) - Ei) * (conj (ψf x) * deriv ψi x) :=
    continuous_const.mul c1
  -- integrate the local balance
  rw [← intervalIntegral.integral_eq_sub_of_hasDerivAt
    (fun x _ => stress_balance hV hi hf x) ((c3.add c2).intervalIntegrable a b),
    intervalIntegral.integral_add (c3.intervalIntegrable a b) (c2.intervalIntegrable a b),
    intervalIntegral.integral_const_mul]
  rfl

/-- For two Bloch states with the same phase in a periodic potential, the energy difference
times the gradient element over a period is minus the element of the potential gradient. -/
theorem gradient_eq_neg_potentialGradient {V : ℝ → ℝ} {L Ei Ef : ℝ} {c : ℂ} {ψi ψf : ℝ → ℂ}
    (hV : ContDiff ℝ 1 V) (hper : Function.Periodic V L) (hc : ‖c‖ = 1)
    (hi : IsStationary V Ei ψi) (hf : IsStationary V Ef ψf)
    (bi : HasBlochPhase L c ψi) (bf : HasBlochPhase L c ψf) (a : ℝ) :
    ((Ef : ℂ) - Ei) * gradientElement ψf ψi a (a + L)
      = -potentialGradientElement V ψf ψi a (a + L) := by
  have hcc : conj c * c = 1 := by
    rw [mul_comm, Complex.mul_conj, Complex.normSq_eq_norm_sq, hc]
    norm_num
  -- the derivative of a Bloch state carries the same phase
  have hd : ∀ {E : ℝ} {ψ : ℝ → ℂ}, IsStationary V E ψ → HasBlochPhase L c ψ →
      deriv ψ (a + L) = c * deriv ψ a := by
    intro E ψ h b
    have e : (fun y => ψ (y + L)) = fun y => c * ψ y := funext b
    rw [← deriv_comp_add_const, e]
    exact ((h.hasDerivAt a).1.const_mul c).deriv
  -- hence the stress is periodic
  have hs : transitionStress V Ei ψf ψi (a + L) = transitionStress V Ei ψf ψi a := by
    simp only [transitionStress, hper a, bi a, bf a, hd hi bi, hd hf bf, map_mul]
    linear_combination (((V a : ℂ) - Ei) * conj (ψf a) * ψi a
      - 1 / 2 * conj (deriv ψf a) * deriv ψi a) * hcc
  linear_combination interval_identity hV hi hf a (a + L) + hs

/-- In a constant potential the gradient element over a period vanishes between Bloch states
of equal phase and different energies. -/
theorem constant_potential_forbids {v L Ei Ef : ℝ} {c : ℂ} {ψi ψf : ℝ → ℂ} (hc : ‖c‖ = 1)
    (hi : IsStationary (fun _ => v) Ei ψi) (hf : IsStationary (fun _ => v) Ef ψf)
    (bi : HasBlochPhase L c ψi) (bf : HasBlochPhase L c ψf) (hE : Ef ≠ Ei) (a : ℝ) :
    gradientElement ψf ψi a (a + L) = 0 := by
  have h := gradient_eq_neg_potentialGradient contDiff_const (fun _ => rfl) hc hi hf bi bf a
  have h0 : potentialGradientElement (fun _ => v) ψf ψi a (a + L) = 0 := by
    simp [potentialGradientElement]
  rw [h0, neg_zero] at h
  exact (mul_eq_zero.mp h).resolve_left (sub_ne_zero.mpr (Complex.ofReal_injective.ne hE))

/-- Between Bloch states of equal phase and equal energy, the matrix element of the potential
gradient over a period vanishes. -/
theorem equal_energy_force_zero {V : ℝ → ℝ} {L E : ℝ} {c : ℂ} {ψ φ : ℝ → ℂ}
    (hV : ContDiff ℝ 1 V) (hper : Function.Periodic V L) (hc : ‖c‖ = 1)
    (hψ : IsStationary V E ψ) (hφ : IsStationary V E φ)
    (bψ : HasBlochPhase L c ψ) (bφ : HasBlochPhase L c φ) (a : ℝ) :
    potentialGradientElement V φ ψ a (a + L) = 0 := by
  linear_combination gradient_eq_neg_potentialGradient hV hper hc hψ hφ bψ bφ a

/-- A corrugated potential of period `2π` with strength parameter `a`. -/
def corrugated (a x : ℝ) : ℝ := (a ^ 2 * Real.sin x ^ 2 - 2 * a * Real.cos x) / 2

/-- The wave function `exp (a cos x) cos (x/2)`. -/
def cosState (a x : ℝ) : ℂ := ((Real.exp (a * Real.cos x) * Real.cos (x / 2) : ℝ) : ℂ)

/-- The wave function `exp (a cos x) sin (x/2)`. -/
def sinState (a x : ℝ) : ℂ := ((Real.exp (a * Real.cos x) * Real.sin (x / 2) : ℝ) : ℂ)

/-- A twice continuously differentiable real amplitude `u` with `u' = v` and `v' = 2 (V - E) u` is a
stationary state. -/
theorem stationary_of_real {V u v : ℝ → ℝ} {E : ℝ} (hu : ContDiff ℝ 2 u)
    (h1 : ∀ x, HasDerivAt u (v x) x) (h2 : ∀ x, HasDerivAt v (2 * (V x - E) * u x) x) :
    IsStationary V E (fun x => (u x : ℂ)) := by
  refine ⟨Complex.ofRealCLM.contDiff.comp hu, fun x => ?_⟩
  have d1 : deriv (fun x => (u x : ℂ)) = fun x => (v x : ℂ) :=
    funext fun x => (h1 x).ofReal_comp.deriv
  rw [d1, (h2 x).ofReal_comp.deriv]
  push_cast
  ring

/-- The corrugated potential is continuously differentiable and `2π`-periodic, and `cosState` and
`sinState` are stationary in it with energies `1/8 - a/2` and `1/8 + a/2` and common Bloch phase
`-1`. -/
theorem corrugated_witness (a : ℝ) :
    ContDiff ℝ 1 (corrugated a) ∧ Function.Periodic (corrugated a) (2 * Real.pi) ∧
    IsStationary (corrugated a) (1 / 8 - a / 2) (cosState a) ∧
    IsStationary (corrugated a) (1 / 8 + a / 2) (sinState a) ∧
    HasBlochPhase (2 * Real.pi) (-1) (cosState a) ∧
    HasBlochPhase (2 * Real.pi) (-1) (sinState a) := by
  have hw (x : ℝ) : HasDerivAt (fun y => Real.exp (a * Real.cos y))
      (Real.exp (a * Real.cos x) * (a * -Real.sin x)) x :=
    ((Real.hasDerivAt_cos x).const_mul a).exp
  have hc (x : ℝ) : HasDerivAt (fun y : ℝ => Real.cos (y / 2))
      (-Real.sin (x / 2) * (1 / 2)) x := ((hasDerivAt_id' x).div_const 2).cos
  have hs (x : ℝ) : HasDerivAt (fun y : ℝ => Real.sin (y / 2))
      (Real.cos (x / 2) * (1 / 2)) x := ((hasDerivAt_id' x).div_const 2).sin
  have s2 (x : ℝ) : Real.sin x = 2 * Real.sin (x / 2) * Real.cos (x / 2) := by
    rw [← Real.sin_two_mul]; congr 1; ring
  have c2 (x : ℝ) : Real.cos x = 2 * Real.cos (x / 2) ^ 2 - 1 := by
    rw [← Real.cos_two_mul]; congr 1; ring
  have half (x : ℝ) : (x + 2 * Real.pi) / 2 = x / 2 + Real.pi := by ring
  refine ⟨by unfold corrugated; fun_prop, fun x => by simp [corrugated], ?_, ?_, ?_, ?_⟩
  · refine stationary_of_real (v := fun x => Real.exp (a * Real.cos x) *
      (a * -Real.sin x) * Real.cos (x / 2)
      + Real.exp (a * Real.cos x) * (-Real.sin (x / 2) * (1 / 2))) (by fun_prop)
      (fun x => (hw x).fun_mul (hc x)) (fun x => ?_)
    refine ((((hw x).fun_mul ((Real.hasDerivAt_sin x).fun_neg.const_mul a)).fun_mul
      (hc x)).fun_add ((hw x).fun_mul ((hs x).fun_neg.mul_const (1 / 2)))).congr_deriv ?_
    unfold corrugated
    generalize Real.exp (a * Real.cos x) = w
    linear_combination w * a * Real.sin (x / 2) * s2 x + w * a * Real.cos (x / 2) * c2 x
      + 2 * w * a * Real.cos (x / 2) * Real.sin_sq_add_cos_sq (x / 2)
  · refine stationary_of_real (v := fun x => Real.exp (a * Real.cos x) *
      (a * -Real.sin x) * Real.sin (x / 2)
      + Real.exp (a * Real.cos x) * (Real.cos (x / 2) * (1 / 2))) (by fun_prop)
      (fun x => (hw x).fun_mul (hs x)) (fun x => ?_)
    refine ((((hw x).fun_mul ((Real.hasDerivAt_sin x).fun_neg.const_mul a)).fun_mul
      (hs x)).fun_add ((hw x).fun_mul ((hc x).mul_const (1 / 2)))).congr_deriv ?_
    unfold corrugated
    generalize Real.exp (a * Real.cos x) = w
    linear_combination -w * a * Real.cos (x / 2) * s2 x + w * a * Real.sin (x / 2) * c2 x
  · intro x
    simp only [cosState, half, Real.cos_add_two_pi, Real.cos_add_pi]
    push_cast
    ring
  · intro x
    simp only [sinState, half, Real.cos_add_two_pi, Real.sin_add_pi]
    push_cast
    ring

/-- For `a > 0` the gradient element between `cosState` and `sinState` over the period from
`0` to `2π` is nonzero. -/
theorem corrugated_allows {a : ℝ} (ha : 0 < a) :
    gradientElement (sinState a) (cosState a) 0 (2 * Real.pi) ≠ 0 := by
  let G : ℝ → ℝ := fun x => (Real.exp (a * Real.cos x) * Real.sin (x / 2)) ^ 2 *
    (2 * a * Real.cos (x / 2) ^ 2 + 1 / 2)
  have hG : Continuous G := by fun_prop
  have hpos : 0 < ∫ x in (0 : ℝ)..(2 * Real.pi), G x := by
    refine intervalIntegral.intervalIntegral_pos_of_pos_on (hG.intervalIntegrable _ _)
      (fun x hx => ?_) (by positivity)
    have hsin : 0 < Real.sin (x / 2) :=
      Real.sin_pos_of_pos_of_lt_pi (by linarith [hx.1]) (by linarith [hx.2])
    change 0 < (Real.exp (a * Real.cos x) * Real.sin (x / 2)) ^ 2 *
      (2 * a * Real.cos (x / 2) ^ 2 + 1 / 2)
    positivity
  -- the integrand is real and equals -G
  have key : gradientElement (sinState a) (cosState a) 0 (2 * Real.pi)
      = ∫ x in (0 : ℝ)..(2 * Real.pi), ((-G x : ℝ) : ℂ) := by
    refine intervalIntegral.integral_congr fun x _ => ?_
    have hd : deriv (cosState a) x = _ :=
      ((((Real.hasDerivAt_cos x).const_mul a).exp).fun_mul
        ((hasDerivAt_id' x).div_const 2).cos).ofReal_comp.deriv
    have s2 : Real.sin x = 2 * Real.sin (x / 2) * Real.cos (x / 2) := by
      rw [← Real.sin_two_mul]; congr 1; ring
    simp only [hd, sinState, Complex.conj_ofReal, G]
    rw [← Complex.ofReal_mul]
    congr 1
    linear_combination (-a * Real.exp (a * Real.cos x) ^ 2 * Real.sin (x / 2)
      * Real.cos (x / 2)) * s2
  rw [key, intervalIntegral.integral_ofReal, intervalIntegral.integral_neg]
  exact Complex.ofReal_ne_zero.mpr (neg_ne_zero.mpr hpos.ne')

end

end BlochPhotoemission
```

```lean
#print axioms BlochPhotoemission.constant_potential_forbids
#print axioms BlochPhotoemission.equal_energy_force_zero
#print axioms BlochPhotoemission.corrugated_allows
```

```
'BlochPhotoemission.constant_potential_forbids' depends on axioms: [propext, Classical.choice, Quot.sound]
'BlochPhotoemission.equal_energy_force_zero' depends on axioms: [propext, Classical.choice, Quot.sound]
'BlochPhotoemission.corrugated_allows' depends on axioms: [propext, Classical.choice, Quot.sound]
```

## How the proof follows the derivation

`IsStationary.hasDerivAt` turns the Schrödinger equation into the second derivative $2(V-E)\psi$. `stress_balance` assembles $S'$ from the product rule, with `.star` differentiating the conjugated functions. After `simp` has moved the conjugation past the real quantities, `ring` performs the cancellation.

`interval_identity` applies the fundamental theorem of calculus; the continuity facts `c1`, `c2` and `c3` supply integrability. In the main theorem, `hcc` is $c^*c=1$, `hd` transfers the Bloch phase to the derivative, and `hs` states that the stress is periodic. The final `linear_combination` adds `hs` to the interval identity.

For a constant potential, `mul_eq_zero` leaves two possible zero factors, and `hE` excludes the energy difference. `equal_energy_force_zero` sets the two energies equal in the main identity.

For the example, `stationary_of_real` reduces the complex equation to two real derivative statements. `corrugated_witness` supplies them through the half-angle identities `s2` and `c2`, and checks that the potential is continuously differentiable and periodic and that both states have the phase $-1$, for every real strength. In `corrugated_allows`, `G` is the function $g$ above: `hpos` proves that its integral is positive, and `key` identifies the gradient element with the integral of $-g$.
